# Equal curvature at a shared knot of two cubic Hermite pieces is a linear relation between three slopes

Take knots at $-1, 0, 1$ with values $0, 0, 1$ and end slopes $0$. Only the middle slope $m$ is free. The cubics with these data are

$$p = m\,x(x+1)^2,\qquad q = m x+(3-2m)x^2+(m-2)x^3 .$$

They join with equal value and slope at $0$, but $p''(0)=4m$ and $q''(0)=6-4m$. The second derivatives agree exactly when $m=3/4$. For values $y_0,y_1,y_2$ and slopes $m_0,m_1,m_2$ at three consecutive knots with spacing $h>0$, the condition is

$$m_0+4m_1+m_2=\frac{3(y_2-y_0)}{h}.$$

For a pair potential tabulated on a uniform one-dimensional grid, this makes the derivative of the force continuous across interior knots, in exact arithmetic.

## Shared values and slopes

`IsHermitePiece p a b ya yb ma mb` says that the real polynomial `p` has degree at most three, values `ya`, `yb` and slopes `ma`, `mb` at `a`, `b`. For a potential these are energies and negative forces. `curvature` is the plain second derivative, not geometric curvature.

```lean
import Mathlib

open Polynomial

namespace CubicSplineSlopes

noncomputable section

/-- A cubic Hermite piece on `[a, b]`: a polynomial of degree at most three with values `ya`, `yb`
and slopes `ma`, `mb` at the two ends. -/
def IsHermitePiece (p : ℝ[X]) (a b ya yb ma mb : ℝ) : Prop :=
  p.natDegree ≤ 3 ∧ p.eval a = ya ∧ p.eval b = yb ∧
    p.derivative.eval a = ma ∧ p.derivative.eval b = mb

/-- The second derivative of a polynomial at the point `x`. -/
def curvature (p : ℝ[X]) (x : ℝ) : ℝ := p.derivative.derivative.eval x
```

Adjacent pieces receive the same middle value and slope, so the potential and force are continuous before curvature is considered. Without a shared slope there is no single $m_1$: $p=0$ and $q=x$ have equal second derivatives at $0$, but slopes $0$ and $1$.

## Knots in increasing order

Let $w=b-a>0$, $\Delta=y_b-y_a$ and $t=x-a$. Write $p=y_a+m_at+At^2+Bt^3$. The data at $b$ require

$$Aw^2+Bw^3=\Delta-m_aw,\qquad 2Aw+3Bw^2=m_b-m_a,$$

and hence

$$A=\frac{3\Delta}{w^2}-\frac{2m_a+m_b}{w},\qquad B=\frac{m_a+m_b}{w^2}-\frac{2\Delta}{w^3}.$$

These are the coefficients in `hermiteCubic`. The next theorem checks its degree and four end conditions, so a piece exists for all data.

```lean
/-- The explicit Hermite cubic, written in powers of the distance from the left end. -/
def hermiteCubic (a b ya yb ma mb : ℝ) : ℝ[X] :=
  C ya + C ma * (X - C a)
    + C (3 * (yb - ya) / (b - a) ^ 2 - (2 * ma + mb) / (b - a)) * (X - C a) ^ 2
    + C ((ma + mb) / (b - a) ^ 2 - 2 * (yb - ya) / (b - a) ^ 3) * (X - C a) ^ 3

/-- On every interval `a < b` the explicit cubic has the prescribed end values and slopes. -/
theorem hermiteCubic_isHermitePiece {a b : ℝ} (hab : a < b) (ya yb ma mb : ℝ) :
    IsHermitePiece (hermiteCubic a b ya yb ma mb) a b ya yb ma mb := by
  have hne : b - a ≠ 0 := (sub_pos.mpr hab).ne'
  refine ⟨?_, ?_, ?_, ?_, ?_⟩
  · unfold hermiteCubic
    compute_degree
  · simp [hermiteCubic]
  · simp [hermiteCubic]
    field_simp
    ring
  · simp [hermiteCubic, derivative_pow]
  · simp [hermiteCubic, derivative_pow]
    field_simp
    ring
```

The hypothesis `a < b` orders the knots; the algebra needs only $w\ne0$, which permits `field_simp` to clear denominators. At $h=0$ the slope relation divides by zero and has no ordinary meaning. Lean sets $x/0=0$, and under that convention the equivalence between the relation and equal second derivatives fails: $p=x^2$ and $q=0$ have zero value and slope at $0$, so the relation reads $0=0$, yet their second derivatives are $2$ and $0$.

## Degree at most three

Four coefficients are fixed by four data, so the end curvatures are too:

$$p''(a)=2A=\frac{6\Delta}{w^2}-\frac{4m_a+2m_b}{w},$$
$$p''(b)=2A+6Bw=\frac{2m_a+4m_b}{w}-\frac{6\Delta}{w^2}.$$

In the code, `cubic_coefficients` uses the degree bound to expand `p` in powers of $x$. `end_curvatures` substitutes this expansion into the data and verifies both formulas with `ring`.

```lean
/-- A polynomial of degree at most three and its first two derivatives are given by four
coefficients. -/
theorem cubic_coefficients {p : ℝ[X]} (hp : p.natDegree ≤ 3) :
    ∃ c₀ c₁ c₂ c₃ : ℝ, (∀ x, p.eval x = c₀ + c₁ * x + c₂ * x ^ 2 + c₃ * x ^ 3) ∧
      (∀ x, p.derivative.eval x = c₁ + 2 * c₂ * x + 3 * c₃ * x ^ 2) ∧
      (∀ x, curvature p x = 2 * c₂ + 6 * c₃ * x) := by
  have h : ∃ c₀ c₁ c₂ c₃ : ℝ, p = C c₀ + C c₁ * X + C c₂ * X ^ 2 + C c₃ * X ^ 3 := by
    refine ⟨p.coeff 0, p.coeff 1, p.coeff 2, p.coeff 3, ?_⟩
    conv_lhs => rw [p.as_sum_range' 4 (by omega)]
    simp only [Finset.sum_range_succ, Finset.sum_range_zero, zero_add,
      ← C_mul_X_pow_eq_monomial, pow_zero, mul_one, pow_one]
  obtain ⟨c₀, c₁, c₂, c₃, rfl⟩ := h
  refine ⟨c₀, c₁, c₂, c₃, fun x => ?_, fun x => ?_, fun x => ?_⟩
  · simp
  · simp
    ring
  · simp [curvature]
    ring

/-- The second derivatives of a Hermite piece at its left and right ends, in terms of the end
values and slopes. -/
theorem end_curvatures {p : ℝ[X]} {a b ya yb ma mb : ℝ} (hab : a < b)
    (hp : IsHermitePiece p a b ya yb ma mb) :
    curvature p a = 6 * (yb - ya) / (b - a) ^ 2 - (4 * ma + 2 * mb) / (b - a) ∧
    curvature p b = (2 * ma + 4 * mb) / (b - a) - 6 * (yb - ya) / (b - a) ^ 2 := by
  have hne : b - a ≠ 0 := (sub_pos.mpr hab).ne'
  obtain ⟨hd, rfl, rfl, rfl, rfl⟩ := hp
  obtain ⟨c₀, c₁, c₂, c₃, h0, h1, h2⟩ := cubic_coefficients hd
  simp only [h0, h1, h2]
  constructor <;> field_simp <;> ring
```

A quartic can change its curvature without changing its data. On $[-1,0]$, $p=x^2(x+1)^2$ has zero end values and slopes, but $p''(0)=2$. Joined to $q=0$, it satisfies the slope relation and still has a curvature jump.

## Equal widths

For knots $a<b<c$, equate the left piece's curvature at $b$ with the right piece's and divide by two:

$$\frac{m_a}{b-a}+2\left(\frac1{b-a}+\frac1{c-b}\right)m_b+\frac{m_c}{c-b}
=3\left(\frac{y_b-y_a}{(b-a)^2}+\frac{y_c-y_b}{(c-b)^2}\right).$$

Setting both widths to $h$ and multiplying by $h$ cancels $y_1$ and gives the uniform relation. The two `linear_combination` steps perform the division and its reverse; `key` records the factor $1/h$.

```lean
/-- Two Hermite pieces on adjacent intervals of any widths have equal second derivatives at the
shared knot exactly when the three slopes satisfy the weighted spline relation. -/
theorem curvature_match_iff {p q : ℝ[X]} {a b c ya yb yc ma mb mc : ℝ}
    (hab : a < b) (hbc : b < c) (hp : IsHermitePiece p a b ya yb ma mb)
    (hq : IsHermitePiece q b c yb yc mb mc) :
    curvature p b = curvature q b ↔
      ma / (b - a) + 2 * (1 / (b - a) + 1 / (c - b)) * mb + mc / (c - b)
        = 3 * ((yb - ya) / (b - a) ^ 2 + (yc - yb) / (c - b) ^ 2) := by
  rw [(end_curvatures hab hp).2, (end_curvatures hbc hq).1]
  constructor <;> intro e
  · linear_combination e / 2
  · linear_combination 2 * e

/-- Two Hermite pieces on adjacent intervals of equal width `h` have equal second derivatives at
the shared knot exactly when `m₀ + 4 m₁ + m₂ = 3 (y₂ - y₀) / h`. -/
theorem curvature_match_iff_uniform {p q : ℝ[X]} {x h y₀ y₁ y₂ m₀ m₁ m₂ : ℝ} (hh : 0 < h)
    (hp : IsHermitePiece p (x - h) x y₀ y₁ m₀ m₁)
    (hq : IsHermitePiece q x (x + h) y₁ y₂ m₁ m₂) :
    curvature p x = curvature q x ↔ m₀ + 4 * m₁ + m₂ = 3 * (y₂ - y₀) / h := by
  have hne : h ≠ 0 := hh.ne'
  rw [curvature_match_iff (by linarith) (by linarith) hp hq,
    show x - (x - h) = h by ring, show x + h - x = h by ring]
  -- the general relation is the uniform one divided by `h`
  have key : m₀ / h + 2 * (1 / h + 1 / h) * m₁ + m₂ / h
      - 3 * ((y₁ - y₀) / h ^ 2 + (y₂ - y₁) / h ^ 2)
      = (m₀ + 4 * m₁ + m₂ - 3 * (y₂ - y₀) / h) / h := by
    field_simp
    ring
  constructor <;> intro e
  · rw [e, sub_self] at key
    exact sub_eq_zero.mp ((div_eq_zero_iff.mp key.symm).resolve_right hne)
  · rw [e, sub_self, zero_div] at key
    exact sub_eq_zero.mp key
```

With unequal widths the weights matter. The parabola $x^2$ at knots $-1,0,2$ has slopes $-2,0,4$ and no curvature jump. The uniform left side is $2$, whereas the right side is $9/h$: $9$ for $h=1$ and $9/2$ for $h=2$.

## Prescribed end slopes

A uniform grid with $N$ interior knots gives $N$ equations for $N+2$ slopes. Fixing the first and last, as when the end forces are known, closes the system.

For uniqueness, let $d_j$ be the difference of two solutions. It vanishes at both ends and satisfies $d_j+4d_{j+1}+d_{j+2}=0$. If $|d_k|$ is largest at an interior knot, then $4|d_k|\le2|d_k|$, so every difference is zero. `Finset.exists_max_image` selects that knot.

```lean
/-- Two solutions of the slope equations with the same right-hand side and the same first and last
slopes agree at every knot. -/
theorem clamped_slopes_unique {N : ℕ} {r m m' : ℕ → ℝ}
    (hm : ∀ j < N, m j + 4 * m (j + 1) + m (j + 2) = r j)
    (hm' : ∀ j < N, m' j + 4 * m' (j + 1) + m' (j + 2) = r j)
    (h0 : m 0 = m' 0) (hN : m (N + 1) = m' (N + 1)) :
    ∀ j ≤ N + 1, m j = m' j := by
  -- look at the knot where the two solutions differ most
  obtain ⟨k, hk, hmax⟩ := Finset.exists_max_image (Finset.range (N + 2))
    (fun j => |m j - m' j|) ⟨0, by simp⟩
  have hk0 : |m k - m' k| ≤ 0 := by
    rcases k with _ | k
    · simp [h0]
    · rw [Finset.mem_range] at hk
      by_cases hkN : k = N
      · rw [hkN, hN]
        simp
      · have e := hm k (by omega)
        have e' := hm' k (by omega)
        have a1 : |m k - m' k| ≤ |m (k + 1) - m' (k + 1)| :=
          hmax k (Finset.mem_range.mpr (by omega))
        have a2 : |m (k + 2) - m' (k + 2)| ≤ |m (k + 1) - m' (k + 1)| :=
          hmax (k + 2) (Finset.mem_range.mpr (by omega))
        obtain ⟨b1, b2⟩ := abs_le.mp a1
        obtain ⟨b3, b4⟩ := abs_le.mp a2
        rcases abs_cases (m (k + 1) - m' (k + 1)) with ⟨h, _⟩ | ⟨h, _⟩ <;> linarith
  intro j hj
  have hj' : |m j - m' j| ≤ |m k - m' k| := hmax j (Finset.mem_range.mpr (by omega))
  exact sub_eq_zero.mp (abs_eq_zero.mp (le_antisymm (hj'.trans hk0) (abs_nonneg _)))
```

Without end slopes uniqueness fails: for $N=1$ and zero right-hand side, both $(0,0,0)$ and $(1,0,-1)$ are solutions.

For existence, `shoot` solves each equation for the next slope. Let $u$ start with $\alpha,0$ and use the given right-hand side; let $v$ start with $0,1$ and use zero. If $v_{N+1}=0$, uniqueness would force $v_1=0$, a contradiction. Thus

$$m_j=u_j+\frac{\beta-u_{N+1}}{v_{N+1}}v_j$$

satisfies the equations and has end slopes $\alpha,\beta$.

```lean
/-- Slopes generated from the first two, `s` and `t`, by solving each slope equation for the
next slope. -/
def shoot (r : ℕ → ℝ) (s t : ℝ) : ℕ → ℝ
  | 0 => s
  | 1 => t
  | j + 2 => r j - 4 * shoot r s t (j + 1) - shoot r s t j

/-- The slope equations have a solution for every right-hand side and every choice of first and
last slope. -/
theorem clamped_slopes_exist (N : ℕ) (r : ℕ → ℝ) (α β : ℝ) :
    ∃ m : ℕ → ℝ, m 0 = α ∧ m (N + 1) = β ∧
      ∀ j < N, m j + 4 * m (j + 1) + m (j + 2) = r j := by
  have hs : ∀ (r : ℕ → ℝ) (s t : ℝ) (j : ℕ),
      shoot r s t j + 4 * shoot r s t (j + 1) + shoot r s t (j + 2) = r j := by
    intro r s t j
    have e : shoot r s t (j + 2) = r j - 4 * shoot r s t (j + 1) - shoot r s t j := by
      rw [shoot]
    rw [e]
    ring
  -- by uniqueness the homogeneous solution cannot vanish at the last knot
  have hv : shoot (fun _ => 0) 0 1 (N + 1) ≠ 0 := by
    intro hz
    have h1 := clamped_slopes_unique (N := N) (r := fun _ => 0) (m' := fun _ => 0)
      (fun j _ => hs (fun _ => 0) 0 1 j) (fun j _ => by norm_num)
      (by simp [shoot]) hz 1 (by omega)
    simp [shoot] at h1
  refine ⟨fun j => shoot r α 0 j + (β - shoot r α 0 (N + 1)) /
    shoot (fun _ => 0) 0 1 (N + 1) * shoot (fun _ => 0) 0 1 j, ?_, ?_, fun j _ => ?_⟩
  · simp [shoot]
  · show shoot r α 0 (N + 1) + (β - shoot r α 0 (N + 1)) /
      shoot (fun _ => 0) 0 1 (N + 1) * shoot (fun _ => 0) 0 1 (N + 1) = β
    rw [div_mul_cancel₀ _ hv]
    ring
  · have e1 := hs r α 0 j
    have e2 := hs (fun _ => 0) 0 1 j
    linear_combination e1 + (β - shoot r α 0 (N + 1)) /
      shoot (fun _ => 0) 0 1 (N + 1) * e2
```

The final theorem inserts these slopes into `hermiteCubic` and applies the uniform equivalence at each interior knot. For $N=0$ there is one interval and no curvature condition.

```lean
/-- The knots of a uniform grid with origin `x₀` and spacing `h`. -/
def knot (x₀ h : ℝ) (j : ℕ) : ℝ := x₀ + j * h

/-- For any data on a uniform grid and any two end slopes there are cubic pieces that interpolate
the data and share slopes and second derivatives at all interior knots. -/
theorem clamped_spline_exists (N : ℕ) (x₀ : ℝ) {h : ℝ} (hh : 0 < h) (y : ℕ → ℝ) (α β : ℝ) :
    ∃ (m : ℕ → ℝ) (p : ℕ → ℝ[X]), m 0 = α ∧ m (N + 1) = β ∧
      (∀ j ≤ N, IsHermitePiece (p j) (knot x₀ h j) (knot x₀ h (j + 1))
        (y j) (y (j + 1)) (m j) (m (j + 1))) ∧
      ∀ j < N, curvature (p j) (knot x₀ h (j + 1))
        = curvature (p (j + 1)) (knot x₀ h (j + 1)) := by
  obtain ⟨m, h0, hN, hm⟩ :=
    clamped_slopes_exist N (fun j => 3 * (y (j + 2) - y j) / h) α β
  have step : ∀ j, knot x₀ h (j + 1) = knot x₀ h j + h := by
    intro j
    unfold knot
    push_cast
    ring
  have P : ∀ j, IsHermitePiece
      (hermiteCubic (knot x₀ h j) (knot x₀ h (j + 1)) (y j) (y (j + 1)) (m j) (m (j + 1)))
      (knot x₀ h j) (knot x₀ h (j + 1)) (y j) (y (j + 1)) (m j) (m (j + 1)) :=
    fun j => hermiteCubic_isHermitePiece (by rw [step j]; linarith) _ _ _ _
  refine ⟨m, fun j => hermiteCubic (knot x₀ h j) (knot x₀ h (j + 1))
    (y j) (y (j + 1)) (m j) (m (j + 1)), h0, hN, fun j _ => P j, fun j hj => ?_⟩
  -- the slope equation at this knot is the condition for equal curvature
  have e1 : knot x₀ h j = knot x₀ h (j + 1) - h := by
    rw [step j]
    ring
  have hp := P j
  have hq := P (j + 1)
  exact (curvature_match_iff_uniform hh (by rw [← e1]; exact hp)
    (by rw [← step (j + 1)]; exact hq)).mpr (hm j hj)

end

end CubicSplineSlopes
```

The spline existence theorem covers uniform grids with prescribed end slopes; natural and periodic ends, interpolation error and rounding are not treated.

```lean
#print axioms CubicSplineSlopes.curvature_match_iff
-- 'CubicSplineSlopes.curvature_match_iff' depends on axioms: [propext, Classical.choice, Quot.sound]
#print axioms CubicSplineSlopes.clamped_spline_exists
-- 'CubicSplineSlopes.clamped_spline_exists' depends on axioms: [propext, Classical.choice, Quot.sound]
```
